# When 2 and $s_0$ are units, exactly one formal WKB series starts with $s_0$

## The first correction for $s_0 = 1 + x$

Look for a series $s = s_0 + h s_1 + h^2 s_2 + \dots$, with coefficients depending on $x$, that satisfies

$$h s' + s^2 = (1+x)^2 .$$

At order $h^0$ the equation reads $s_0^2 = (1+x)^2$. Choose the root $s_0 = 1 + x$. At order $h^1$ it reads

$$s_0' + 2 s_0 s_1 = 0, \qquad\text{so}\qquad s_1 = -\frac{s_0'}{2 s_0} = -\frac{1}{2(1+x)} .$$

The unknown $s_1$ appears once, multiplied by $2 s_0$, and its derivative does not appear. Finding it takes a division and no integration, so no integration constant enters. The same thing happens at every later order.

## From the Schrödinger equation to the Riccati equation

For a particle of mass $m$ and energy $E$ in a one-dimensional potential $V(x)$, the stationary Schrödinger equation can be written as

$$h^2 \psi'' = Q\,\psi, \qquad Q = 2m(V - E),$$

where $h$ stands for $\hbar$. Put $\psi = \exp\left(\tfrac1h \int s\,dx\right)$. Then $h\psi' = s\psi$, and differentiating once more gives $h^2\psi'' = (h s' + s^2)\psi$. The Schrödinger equation becomes

$$h s' + s^2 = Q .$$

The leading term satisfies $s_0^2 = Q$. In a classically forbidden region $s_0$ is real; in an allowed region it is $\pm i$ times the classical momentum. Requiring $s_0$ to be invertible keeps us away from the turning points, where $Q = 0$. The next term, $s_1 = -s_0'/(2s_0)$, contributes the factor $\exp\left(\int s_1\,dx\right)$ to $\psi$, which is the familiar amplitude factor $s_0^{-1/2}$ up to a constant.

For this one-dimensional, single-particle problem, treated as a formal expansion away from turning points, the choice of sign in $s_0$ therefore fixes all higher WKB corrections.

## The statement and its Lean form

Let $R$ be a commutative ring with a derivation $D$, and let $2$ and $s_0$ be units of $R$, that is, invertible elements. Then exactly one power series $s$ in $h$ over $R$ has leading coefficient $s_0$ and satisfies $h s' + s^2 = s_0^2$. This is `existsUnique_wkb_series`.

- `R` is the ring of coefficient functions of $x$, and `D : Derivation k R R` is the position derivative: it is linear over the ring of constants `k`, for example the real or complex numbers, and obeys the Leibniz rule.
- `PowerSeries R` holds the expansions in $h$. The variable `X` is $h$, and `coeff n s` is $s_n$.
- `dx D s` differentiates each coefficient and leaves $h$ alone.
- `IsRiccati D Q s` is the equation $h s' + s^2 = Q$, where `C Q` is $Q$ regarded as a series with no higher powers of $h$.
- `∃!` means that there is one such series and no other.

The sign convention is $\psi = \exp(+\frac1h\int s)$, with no factor $i$ taken out. An allowed region thus needs a ring that contains the imaginary root. The condition on $2$ holds automatically for real or complex functions.

The series is formal: nothing is said about its convergence or its accuracy as an asymptotic expansion. Connection formulas across turning points and quantisation conditions are absent, and $Q$ may not depend on $h$.

## Solving order by order

Write $s' = Ds$ and compare powers of $h$. Order $h^0$ gives $s_0^2 = Q$. At order $h^{n+1}$, with $n \ge 0$, the term $h s'$ contributes $D s_n$ and the square contributes $\sum_{j=0}^{n+1} s_j s_{n+1-j}$. The two end terms of this sum are both $s_0 s_{n+1}$. Separating them and setting $j = i+1$ in the rest gives

$$2 s_0 s_{n+1} + \sum_{i=0}^{n-1} s_{i+1} s_{n-i} + D s_n = 0 .$$

For $n = 0$ the sum is empty. For every $n$, the sum and the derivative involve only $s_0, \dots, s_n$.

**Uniqueness.** Let $s$ and $t$ be solutions with $t_0 = s_0$, and suppose that they agree up to order $n$. Subtracting their equations at order $h^{n+1}$ leaves $2 s_0 (t_{n+1} - s_{n+1}) = 0$. Since $2 s_0$ is a unit, $t_{n+1} = s_{n+1}$.

**Existence.** Let $c$ be the inverse of $2 s_0$ and define

$$s_{n+1} = -c\left(D s_n + \sum_{i=0}^{n-1} s_{i+1} s_{n-i}\right).$$

Multiplying by $2 s_0$ recovers the equation at order $h^{n+1}$, and $s_0^2 = Q$ holds by the choice of $Q$.

## Numbers for $s_0 = 1 + x$

Continue the opening example. With $s_1 = -\tfrac12(1+x)^{-1}$,

$$s_2 = -\frac{s_1' + s_1^2}{2 s_0} = -\frac{\tfrac12 + \tfrac14}{2(1+x)^3} = -\frac{3}{8(1+x)^3},$$

$$s_3 = -\frac{s_2' + 2 s_1 s_2}{2 s_0} = -\frac{\tfrac98 + \tfrac38}{2(1+x)^5} = -\frac{3}{4(1+x)^5}.$$

At $x = 0$ the series begins $1 - \tfrac12 h - \tfrac38 h^2 - \tfrac34 h^3$. As a check at order $h^3$, the terms $s_2' + 2 s_0 s_3 + 2 s_1 s_2$ are $\tfrac98 - \tfrac32 + \tfrac38 = 0$.

## The second branch

Set $t(h) = -s(-h)$, so that $t_n = -(-1)^n s_n$. Then $h\,t'(h) = (-h)\,s'(-h)$ and $t(h)^2 = s(-h)^2$. Their sum is the left side of the Riccati equation for $s$ with $h$ replaced by $-h$. It equals $Q$, because $Q$ does not contain $h$.

In the example, $t$ begins $-1 - \tfrac12 h + \tfrac38 h^2 - \tfrac34 h^3$ at $x = 0$. The first correction is the same on both branches, and so is the amplitude factor it produces.

Now let $R$ be an integral domain, and let $2$ and $s_0$ still be units. Any solution $u$ has $u_0^2 = s_0^2$, so $(u_0 - s_0)(u_0 + s_0) = 0$ and $u_0 = \pm s_0$. By uniqueness $u$ is either $s$ or $t$. These differ, since $s_0 = -s_0$ would give $2 s_0 = 0$. Without the domain condition there can be more solutions: for functions on two separate intervals, the sign can be chosen independently on each.

Analytic functions on one interval form an integral domain. Smooth functions do not, because two nonzero smooth functions can have product zero, so the Lean theorem on the two branches does not cover them. The conclusion still holds for them on a single interval: $u_0/s_0$ is continuous and takes only the values $\pm 1$, so it is constant, and uniqueness applies as before.

## Factorizing the Schrödinger operator

For any formal series $f$, the Leibniz rule gives

$$\begin{aligned}
(h\partial + s)(h\partial - s) f
&= h^2 f'' - h s' f - h s f' + h s f' - s^2 f \\
&= h^2 f'' - (h s' + s^2) f .
\end{aligned}$$

If $s$ solves the Riccati equation, the right side is $(h^2\partial^2 - Q) f$. Conversely, if the two operators agree on every $f$, taking $f = 1$ gives $h s' + s^2 = Q$. Here $f$ is a power series in $h$; the WKB wave function, with $1/h$ in its exponent, is not of this kind.

## The Lean file

```lean
import Mathlib

open PowerSeries

namespace WKBRiccatiSeries

noncomputable section

variable {k R : Type*} [CommRing k] [CommRing R] [Algebra k R]

/-- The position derivative of a formal series in `h`, taken coefficient by coefficient. -/
def dx (D : Derivation k R R) (s : PowerSeries R) : PowerSeries R :=
  PowerSeries.mk fun n => D (coeff n s)

/-- The WKB Riccati equation `h s' + s² = Q` for a formal series `s` in `h`. -/
def IsRiccati (D : Derivation k R R) (Q : R) (s : PowerSeries R) : Prop :=
  X * dx D s + s ^ 2 = C Q

/-- The reflected series `-s(-h)`. -/
def otherBranch (s : PowerSeries R) : PowerSeries R := -(rescale (-1 : R) s)

/-- The WKB coefficients computed order by order from `s₀`, where `c` stands for the
inverse of `2 s₀`. -/
def wkbCoeff (D : Derivation k R R) (s₀ c : R) : ℕ → R
  | 0 => s₀
  | n + 1 => -c * (D (wkbCoeff D s₀ c n) +
      ∑ i : Fin n, wkbCoeff D s₀ c (i + 1) * wkbCoeff D s₀ c (n - i))
termination_by n => n
decreasing_by all_goals omega

lemma coeff_dx (D : Derivation k R R) (s : PowerSeries R) (n : ℕ) :
    coeff n (dx D s) = D (coeff n s) := by
  rw [dx, coeff_mk]

lemma coeff_sq_succ (s : PowerSeries R) (n : ℕ) :
    coeff (n + 1) (s ^ 2) = 2 * coeff 0 s * coeff (n + 1) s +
      ∑ i ∈ Finset.range n, coeff (i + 1) s * coeff (n - i) s := by
  rw [pow_two, coeff_mul, Finset.Nat.sum_antidiagonal_eq_sum_range_succ_mk,
    Finset.sum_range_succ, Finset.sum_range_succ']
  simp only [Nat.add_sub_add_right, Nat.sub_self, Nat.sub_zero]
  ring

/-- The Riccati equation holds exactly when the leading coefficient obeys `s₀² = Q` and
the higher coefficients obey the WKB hierarchy, one equation for each power of `h`. -/
theorem riccati_iff_hierarchy (D : Derivation k R R) (Q : R) (s : PowerSeries R) :
    IsRiccati D Q s ↔ (coeff 0 s) ^ 2 = Q ∧ ∀ n : ℕ,
      2 * coeff 0 s * coeff (n + 1) s +
        ∑ i ∈ Finset.range n, coeff (i + 1) s * coeff (n - i) s + D (coeff n s) = 0 := by
  unfold IsRiccati
  rw [PowerSeries.ext_iff]
  constructor
  · intro h
    refine ⟨by simpa using h 0, fun n => ?_⟩
    have e := h (n + 1)
    rw [map_add, coeff_succ_X_mul, coeff_sq_succ, coeff_dx, coeff_C,
      if_neg (Nat.succ_ne_zero n)] at e
    linear_combination e
  · rintro ⟨h0, h⟩ n
    cases n with
    | zero => simpa using h0
    | succ n =>
      rw [map_add, coeff_succ_X_mul, coeff_sq_succ, coeff_dx, coeff_C,
        if_neg (Nat.succ_ne_zero n)]
      linear_combination h n

/-- If 2 is a unit, two solutions of the same Riccati equation with the same invertible
leading coefficient agree to all orders in `h`. -/
theorem riccati_unique {D : Derivation k R R} {Q : R} {s t : PowerSeries R}
    (h2 : IsUnit (2 : R)) (hu : IsUnit (coeff 0 s))
    (hs : IsRiccati D Q s) (ht : IsRiccati D Q t) (h0 : coeff 0 t = coeff 0 s) :
    t = s := by
  ext n
  induction n using Nat.strong_induction_on with
  | _ n ih =>
    cases n with
    | zero => exact h0
    | succ n =>
      have a := ((riccati_iff_hierarchy D Q s).1 hs).2 n
      have b := ((riccati_iff_hierarchy D Q t).1 ht).2 n
      -- the lower orders already agree
      have hsum : ∑ i ∈ Finset.range n, coeff (i + 1) t * coeff (n - i) t =
          ∑ i ∈ Finset.range n, coeff (i + 1) s * coeff (n - i) s := by
        refine Finset.sum_congr rfl fun i hi => ?_
        have := Finset.mem_range.1 hi
        rw [ih (i + 1) (by omega), ih (n - i) (by omega)]
      rw [hsum, h0, ih n (by omega)] at b
      -- cancel the unit `2 s₀`
      exact (h2.mul hu).mul_left_cancel (by linear_combination b - a)

/-- If 2 and `s₀` are units, exactly one formal series `s = s₀ + h s₁ + h² s₂ + ...`
satisfies the WKB Riccati equation `h s' + s² = s₀²`. -/
theorem existsUnique_wkb_series (D : Derivation k R R) {s₀ : R}
    (h2 : IsUnit (2 : R)) (hu : IsUnit s₀) :
    ∃! s : PowerSeries R, coeff 0 s = s₀ ∧ IsRiccati D (s₀ ^ 2) s := by
  obtain ⟨c, hc⟩ := (h2.mul hu).exists_right_inv
  have w0 : wkbCoeff D s₀ c 0 = s₀ := by rw [wkbCoeff]
  have w1 : ∀ n, wkbCoeff D s₀ c (n + 1) = -c * (D (wkbCoeff D s₀ c n) +
      ∑ i ∈ Finset.range n, wkbCoeff D s₀ c (i + 1) * wkbCoeff D s₀ c (n - i)) := by
    intro n
    rw [wkbCoeff, Finset.sum_range]
  have key : ∀ A B : R, 2 * s₀ * (-c * (A + B)) + B + A = 0 := fun A B => by
    linear_combination (-(A + B)) * hc
  -- the recursively built series solves the hierarchy
  have hw : IsRiccati D (s₀ ^ 2) (PowerSeries.mk (wkbCoeff D s₀ c)) := by
    rw [riccati_iff_hierarchy]
    simp only [coeff_mk]
    refine ⟨by rw [w0], fun n => ?_⟩
    rw [w1 n, w0]
    exact key _ _
  have hw0 : coeff 0 (PowerSeries.mk (wkbCoeff D s₀ c)) = s₀ := by rw [coeff_mk, w0]
  refine ⟨_, ⟨hw0, hw⟩, fun t ht => ?_⟩
  exact riccati_unique h2 (by rw [hw0]; exact hu) hw ht.2 (by rw [ht.1, hw0])

lemma coeff_otherBranch (s : PowerSeries R) (n : ℕ) :
    coeff n (otherBranch s) = -((-1) ^ n * coeff n s) := by
  rw [otherBranch, map_neg, coeff_rescale]

/-- If `s(h)` solves the Riccati equation, so does `-s(-h)`. -/
theorem otherBranch_riccati {D : Derivation k R R} {Q : R} {s : PowerSeries R}
    (hs : IsRiccati D Q s) : IsRiccati D Q (otherBranch s) := by
  unfold IsRiccati at *
  have e1 : X * dx D (otherBranch s) = rescale (-1 : R) (X * dx D s) := by
    ext n
    cases n with
    | zero => rw [coeff_zero_X_mul, coeff_rescale, coeff_zero_X_mul, mul_zero]
    | succ n =>
      rw [coeff_succ_X_mul, coeff_dx, coeff_rescale, coeff_succ_X_mul, coeff_dx,
        coeff_otherBranch]
      rcases neg_one_pow_eq_or R n with h | h <;> simp [pow_succ, h]
  have e2 : rescale (-1 : R) (C Q) = C Q := by
    ext n
    rw [coeff_rescale, coeff_C]
    cases n <;> simp
  rw [e1, ← e2, ← hs, map_add, map_pow, otherBranch, neg_sq]

/-- Over an integral domain in which 2 is a unit, a solution `s(h)` with invertible leading
coefficient differs from `-s(-h)`, and these two are all the solutions. -/
theorem exactly_two_branches [IsDomain R] {D : Derivation k R R} {Q : R}
    {s : PowerSeries R} (h2 : IsUnit (2 : R)) (hu : IsUnit (coeff 0 s))
    (hs : IsRiccati D Q s) :
    s ≠ otherBranch s ∧ ∀ t, IsRiccati D Q t ↔ t = s ∨ t = otherBranch s := by
  have h0 : coeff 0 (otherBranch s) = -coeff 0 s := by
    rw [coeff_otherBranch, pow_zero, one_mul]
  refine ⟨fun h => ?_, fun t => ⟨fun ht => ?_, ?_⟩⟩
  · have e := congrArg (fun u => coeff 0 u) h
    simp only [h0] at e
    exact (h2.mul hu).ne_zero (by linear_combination e)
  · -- the leading coefficient is a square root of `Q`
    have e : (coeff 0 t) ^ 2 = (coeff 0 s) ^ 2 :=
      ((riccati_iff_hierarchy D Q t).1 ht).1.trans ((riccati_iff_hierarchy D Q s).1 hs).1.symm
    rcases sq_eq_sq_iff_eq_or_eq_neg.1 e with h | h
    · exact Or.inl (riccati_unique h2 hu hs ht h)
    · exact Or.inr (riccati_unique h2 (by rw [h0]; exact hu.neg)
        (otherBranch_riccati hs) ht (by rw [h, h0]))
  · rintro (rfl | rfl)
    · exact hs
    · exact otherBranch_riccati hs

/-- The series `s` solves the Riccati equation exactly when the Schrödinger operator
factorizes as `h²∂² - Q = (h∂ + s)(h∂ - s)` on formal series in `h`. -/
theorem riccati_iff_factorization (D : Derivation k R R) (Q : R) (s : PowerSeries R) :
    IsRiccati D Q s ↔ ∀ f : PowerSeries R,
      X * dx D (X * dx D f - s * f) + s * (X * dx D f - s * f) =
        X ^ 2 * dx D (dx D f) - C Q * f := by
  have hsub : ∀ f g, dx D (f - g) = dx D f - dx D g := fun f g => by
    ext n
    simp only [coeff_dx, map_sub]
  have hX : ∀ f, dx D (X * f) = X * dx D f := fun f => by
    ext n
    cases n with
    | zero => rw [coeff_dx, coeff_zero_X_mul, coeff_zero_X_mul, map_zero]
    | succ n => rw [coeff_dx, coeff_succ_X_mul, coeff_succ_X_mul, coeff_dx]
  have hmul : ∀ f g, dx D (f * g) = dx D f * g + f * dx D g := fun f g => by
    ext n
    simp only [coeff_dx, map_add, coeff_mul, map_sum, Derivation.leibniz, smul_eq_mul,
      ← Finset.sum_add_distrib]
    exact Finset.sum_congr rfl fun _ _ => by ring
  unfold IsRiccati
  constructor
  · intro h f
    rw [hsub, hX, hmul]
    linear_combination (-f) * h
  · intro h
    -- test the operator identity on the constant function
    have e := h 1
    rw [hsub, hX, hmul] at e
    linear_combination -e

/-- In the ring of rational power series in `x`, both 2 and `1 + x` are units, and the derivative of
`1 + x` is not zero. -/
theorem existsUnique_wkb_series_witness :
    IsUnit (2 : PowerSeries ℚ) ∧ IsUnit (1 + X : PowerSeries ℚ) ∧
      PowerSeries.derivative ℚ (1 + X : PowerSeries ℚ) ≠ 0 := by
  refine ⟨?_, ?_, ?_⟩
  · rw [PowerSeries.isUnit_iff_constantCoeff, map_ofNat]
    exact isUnit_iff_ne_zero.2 (by norm_num)
  · rw [PowerSeries.isUnit_iff_constantCoeff]
    simp
  · simp [PowerSeries.derivative_X]

end

end WKBRiccatiSeries
```

```lean
#print axioms WKBRiccatiSeries.existsUnique_wkb_series
-- 'WKBRiccatiSeries.existsUnique_wkb_series' depends on axioms: [propext, Classical.choice, Quot.sound]
#print axioms WKBRiccatiSeries.exactly_two_branches
-- 'WKBRiccatiSeries.exactly_two_branches' depends on axioms: [propext, Classical.choice, Quot.sound]
#print axioms WKBRiccatiSeries.riccati_iff_factorization
-- 'WKBRiccatiSeries.riccati_iff_factorization' depends on axioms: [propext, Classical.choice, Quot.sound]
```

## How the proof follows the calculation

**The hierarchy.** `coeff_dx` reads off a coefficient of the differentiated series. `coeff_sq_succ` does the same for the square: it writes the coefficient as a sum over a range, splits off the last and first terms, and lets `ring` combine them into $2 s_0 s_{n+1}$. `riccati_iff_hierarchy` then compares the two sides of the Riccati equation coefficient by coefficient. Order zero gives $s_0^2 = Q$, and order $n+1$ gives the recursion, in both directions of the equivalence.

**Uniqueness.** `riccati_unique` uses strong induction, because the equation for $s_{n+1}$ involves all earlier coefficients. The step `hsum` replaces the coefficients of $t$ in the sum by those of $s$; `omega` confirms that the indices $i+1$ and $n-i$ are below $n+1$. The last line subtracts the two equations and cancels the unit $2 s_0$.

**Existence.** `wkbCoeff` is the recursive formula for $s_{n+1}$. Its sum runs over `Fin n`, so each index carries the bound that shows the recursion terminates. In `existsUnique_wkb_series`, `hc` says that $2 s_0 c = 1$. The identity `key` is the multiplication by $2 s_0$ described above, with $A$ for the derivative and $B$ for the sum. This makes the constructed series a solution, and `riccati_unique` rules out any other.

**The two branches.** `coeff_otherBranch` gives the signs $-(-1)^n$. In `otherBranch_riccati`, the equations `e1` and `e2` say that $h s'$ and $Q$ transform as required under $h \to -h$; since this substitution respects sums and powers, the whole equation carries over. `exactly_two_branches` first shows that the branches differ, because the unit $2 s_0$ is not zero in an integral domain. It then obtains $u_0 = \pm s_0$ from `sq_eq_sq_iff_eq_or_eq_neg`, which uses the absence of zero divisors, and applies `riccati_unique` in each case.

**The factorization.** `riccati_iff_factorization` first establishes three rules for `dx D`: it respects subtraction, commutes with multiplication by $h$, and obeys the Leibniz rule. With these, `linear_combination` carries out the expansion displayed above. The converse evaluates the operator identity at `1`.

**The example.** In `existsUnique_wkb_series_witness` the coefficient ring is itself a ring of power series, in $x$ over the rationals, so `X` there means $x$ and not $h$. The theorem checks that $2$ and $1 + x$ are units and that $1 + x$ has nonzero derivative. A power series over a field is a unit when its constant term is nonzero, and here the constant terms are $2$ and $1$. The existence and uniqueness theorem therefore applies to the series computed above, with $D = d/dx$.
